# Convergence of McWeeny purification to step occupations

Some self-consistent-field methods avoid diagonalisation by working with a trial Hermitian one-particle density matrix $P$ whose eigenvalues are not exactly 0 or 1 and driving it towards a projector. One such correction, McWeeny purification, repeats $P \mapsto 3P^2 - 2P^3$, which needs only matrix products; other schemes modify or replace this step, for example to control the electron number. In exact arithmetic and a finite orthonormal basis, the step acts on each occupation number separately, so its outcome is decided by the iteration $x_{k+1} = f(x_k)$ of

$$f(x) = 3x^2 - 2x^3 .$$

## The claim and its derivation

The iterates tend to 0 for $0 \le x_0 < \tfrac12$, tend to 1 for $\tfrac12 < x_0 \le 1$, and stay at $\tfrac12$ for $x_0 = \tfrac12$. On the wider window $\frac{1-\sqrt3}{2} < x_0 < \frac{1+\sqrt3}{2}$ they tend to the step value $\theta(x_0)$, equal to $0$, $\tfrac12$ or $1$ for $x_0$ below, at or above $\tfrac12$.

The factorisation $f(x) - x = -2x(x - \tfrac12)(x - 1)$ gives the fixed points $0$, $\tfrac12$, $1$. Expanding shows $f(1-x) = 1 - f(x)$, and by induction $f^k(1-x) = 1 - f^k(x)$ for the $k$-fold iterate.

Take $0 \le x \le \tfrac12$ and set $c = x(3-2x)$. Then $c \ge 0$ and $1 - c = (1-x)(1-2x) \ge 0$, strictly for $x < \tfrac12$. Suppose $0 \le y \le c^k x$. Then $y \le x$, and

$$c - y(3-2y) = (x-y)(3-2x-2y) \ge 0 ,$$

so $0 \le f(y) = y(3-2y)\,y \le c\,y \le c^{k+1}x$. Induction gives $0 \le f^k(x) \le c^k x$, which forces the limit 0 when $x < \tfrac12$. For $\tfrac12 < x \le 1$ the hole occupation $1-x$ lies in $[0, \tfrac12)$, so $f^k(x) = 1 - f^k(1-x) \to 1$. Since $(3y)^2 - 3f(y) = 6y^3 \ge 0$ for $y \ge 0$, induction also gives $3f^k(x) \le (3x)^{2^k}$ on $[0,\tfrac12]$.

The window comes from

$$f(x) - \tfrac12 = 2\left(x - \tfrac12\right)\left(\tfrac12 + x - x^2\right),$$

whose last factor has roots $\frac{1\pm\sqrt3}{2}$ and is positive between them. There $f(x)$ lies on the same side of $\tfrac12$ as $x$. For $x > \tfrac12$, $1 - f(x) = (1-x)^2(1+2x) \ge 0$, and for $x < \tfrac12$, $f(x) = x^2(3-2x) \ge 0$. One step therefore lands in $[0,1]$ on the correct side, where the previous result applies. At either root $f(x) = \tfrac12$, and the iteration remains there.

Now let $P = C\,\mathrm{diag}(n_j)\,C^\dagger$ with $C^\dagger C = 1$. Then

$$C\,\mathrm{diag}(a_j)\,C^\dagger C\,\mathrm{diag}(b_j)\,C^\dagger = C\,\mathrm{diag}(a_j b_j)\,C^\dagger ,$$

so $3P^2 - 2P^3 = C\,\mathrm{diag}(f(n_j))\,C^\dagger$, and $k$ steps give occupations $f^k(n_j)$. With every $n_j$ in the window, continuity gives the limit $P_\infty = C\,\mathrm{diag}(\theta(n_j))\,C^\dagger$. If no $n_j$ equals $\tfrac12$, then $\theta(n_j)^2 = \theta(n_j)$ and $P_\infty^2 = P_\infty$. Real occupations give $P_\infty^\dagger = P_\infty$, and $\operatorname{tr} P_\infty = \operatorname{tr}\!\big(C^\dagger C\,\mathrm{diag}(\theta(n_j))\big) = \sum_j \theta(n_j)$ counts the occupations above $\tfrac12$ when none equals $\tfrac12$.

## The scalar map in Lean

```lean
import Mathlib

open Filter Topology Matrix

namespace McWeenyPurification

noncomputable section
```

Occupations are real numbers normalised so that a full orbital has occupation 1, the spin-orbital convention. The definitions `mcweeny` and `stepOcc` are $f$ and $\theta$, and `mcweeny^[k] x` is $f^k(x)$.

```lean
/-- The McWeeny map `f(x) = 3x² - 2x³` acting on an occupation number. -/
def mcweeny (x : ℝ) : ℝ := 3 * x ^ 2 - 2 * x ^ 3

/-- The step occupation: `1` above one half, `0` below one half, and `1/2` at one half. -/
def stepOcc (x : ℝ) : ℝ := if 1 / 2 < x then 1 else if x < 1 / 2 then 0 else 1 / 2
```

In `fixed_point_iff`, `linear_combination (-1 / 2) * h` produces the factorised equation, and `mul_eq_zero` splits it into the three roots.

```lean
/-- The fixed points of the McWeeny map are exactly `0`, `1/2` and `1`. -/
theorem fixed_point_iff (x : ℝ) : mcweeny x = x ↔ x = 0 ∨ x = 1 / 2 ∨ x = 1 := by
  constructor
  · intro h
    have hfac : x * ((x - 1 / 2) * (x - 1)) = 0 := by
      unfold mcweeny at h
      linear_combination (-1 / 2) * h
    rcases mul_eq_zero.1 hfac with h0 | h0
    · exact Or.inl h0
    · rcases mul_eq_zero.1 h0 with h1 | h1
      · exact Or.inr (Or.inl (by linarith))
      · exact Or.inr (Or.inr (by linarith))
  · rintro (rfl | rfl | rfl) <;> norm_num [mcweeny]
```

The symmetry is the one-step identity `hsym`, carried through an induction on `k`.

```lean
/-- Particle-hole symmetry: iterating from `1 - x` gives one minus the iterate from `x`. -/
theorem iterate_one_sub (x : ℝ) (k : ℕ) : mcweeny^[k] (1 - x) = 1 - mcweeny^[k] x := by
  have hsym : ∀ y : ℝ, mcweeny (1 - y) = 1 - mcweeny y := by
    intro y
    unfold mcweeny
    ring
  induction k with
  | zero => simp
  | succ k ih => rw [Function.iterate_succ_apply', Function.iterate_succ_apply', ih, hsym]
```

The geometric bound allows $x = \tfrac12$, where $c = 1$. The steps `hc1`, `hyx` and `hg` are $c \le 1$, $y \le x$ and $y(3-2y) \le c$, and for `hc1` and `hg` the hint to `nlinarith` is the product of non-negative factors written above. The `calc` block is the chain ending in $c^{k+1}x$.

```lean
/-- For `0 ≤ x ≤ 1/2` the `k`-th iterate lies between `0` and `(x (3 - 2x))^k x`. -/
theorem iterate_geometric_bound {x : ℝ} (h0 : 0 ≤ x) (h1 : x ≤ 1 / 2) (k : ℕ) :
    0 ≤ mcweeny^[k] x ∧ mcweeny^[k] x ≤ (x * (3 - 2 * x)) ^ k * x := by
  obtain ⟨c, hc⟩ : ∃ c, c = x * (3 - 2 * x) := ⟨_, rfl⟩
  rw [← hc]
  have hc0 : 0 ≤ c := by
    rw [hc]
    exact mul_nonneg h0 (by linarith)
  have hc1 : c ≤ 1 := by
    rw [hc]
    nlinarith [mul_nonneg (show 0 ≤ 1 - x by linarith) (show 0 ≤ 1 - 2 * x by linarith)]
  induction k with
  | zero => simp [h0]
  | succ k ih =>
    rw [Function.iterate_succ_apply']
    generalize mcweeny^[k] x = y at ih ⊢
    obtain ⟨hy0, hy⟩ := ih
    have hp : c ^ k ≤ 1 := pow_le_one₀ hc0 hc1
    have hyx : y ≤ x := by nlinarith [mul_nonneg h0 (sub_nonneg.2 hp)]
    -- the contraction factor y (3 - 2y) is increasing on [0, 1/2]
    have hg : y * (3 - 2 * y) ≤ c := by
      rw [hc]
      nlinarith [mul_nonneg (sub_nonneg.2 hyx) (show 0 ≤ 3 - 2 * x - 2 * y by linarith)]
    have hf : mcweeny y = y * (3 - 2 * y) * y := by
      unfold mcweeny
      ring
    rw [hf]
    refine ⟨mul_nonneg (mul_nonneg hy0 (by linarith)) hy0, ?_⟩
    calc y * (3 - 2 * y) * y ≤ c * y := mul_le_mul_of_nonneg_right hg hy0
      _ ≤ c * (c ^ k * x) := mul_le_mul_of_nonneg_left hy hc0
      _ = c ^ (k + 1) * x := by ring
```

The second bound squares at each step. Its right-hand side decays only for $x < \tfrac13$, and no later theorem uses it.

```lean
/-- For `0 ≤ x ≤ 1/2`, three times the `k`-th iterate is at most `(3x)^(2^k)`. -/
theorem iterate_quadratic_bound {x : ℝ} (h0 : 0 ≤ x) (h1 : x ≤ 1 / 2) (k : ℕ) :
    3 * mcweeny^[k] x ≤ (3 * x) ^ (2 ^ k) := by
  induction k with
  | zero => simp
  | succ k ih =>
    have hy0 := (iterate_geometric_bound h0 h1 k).1
    rw [Function.iterate_succ_apply']
    generalize mcweeny^[k] x = y at ih hy0 ⊢
    calc 3 * mcweeny y ≤ (3 * y) ^ 2 := by
          unfold mcweeny
          nlinarith [pow_nonneg hy0 3]
      _ ≤ ((3 * x) ^ (2 ^ k)) ^ 2 := pow_le_pow_left₀ (by linarith) ih 2
      _ = (3 * x) ^ (2 ^ (k + 1)) := by rw [← pow_mul, pow_succ (2 : ℕ) k]
```

`unit_interval_basins` is the first claim, with `Tendsto`, `atTop` and `𝓝` expressing the limit $k \to \infty$. The strict inequality `hc1` makes $c^k x$ vanish, `squeeze_zero` gives the limit 0, and `iterate_one_sub` turns this into the limit 1.

```lean
/-- The iterates tend to `0` from `0 ≤ x < 1/2`, tend to `1` from `1/2 < x ≤ 1`, and all equal
`1/2` when started at `1/2`. -/
theorem unit_interval_basins :
    (∀ x : ℝ, 0 ≤ x → x < 1 / 2 → Tendsto (fun k => mcweeny^[k] x) atTop (𝓝 0)) ∧
    (∀ x : ℝ, 1 / 2 < x → x ≤ 1 → Tendsto (fun k => mcweeny^[k] x) atTop (𝓝 1)) ∧
    (∀ k : ℕ, mcweeny^[k] (1 / 2) = 1 / 2) := by
  have hzero : ∀ x : ℝ, 0 ≤ x → x < 1 / 2 →
      Tendsto (fun k => mcweeny^[k] x) atTop (𝓝 0) := by
    intro x h0 h1
    have hc0 : 0 ≤ x * (3 - 2 * x) := mul_nonneg h0 (by linarith)
    have hc1 : x * (3 - 2 * x) < 1 := by
      nlinarith [mul_pos (show 0 < 1 - x by linarith) (show 0 < 1 - 2 * x by linarith)]
    -- squeeze against the geometric bound
    have hlim := (tendsto_pow_atTop_nhds_zero_of_lt_one hc0 hc1).mul_const x
    rw [zero_mul] at hlim
    exact squeeze_zero (fun k => (iterate_geometric_bound h0 h1.le k).1)
      (fun k => (iterate_geometric_bound h0 h1.le k).2) hlim
  refine ⟨hzero, ?_, ?_⟩
  · intro x h1 h2
    -- the hole occupation 1 - x decays to zero
    have h := hzero (1 - x) (by linarith) (by linarith)
    have h' : Tendsto (fun k => 1 - mcweeny^[k] (1 - x)) atTop (𝓝 (1 - 0)) :=
      tendsto_const_nhds.sub h
    rw [sub_zero] at h'
    refine h'.congr fun k => ?_
    rw [iterate_one_sub]
    ring
  · intro k
    exact Function.iterate_fixed ((fixed_point_iff _).2 (Or.inr (Or.inl rfl))) k
```

In `tendsto_stepOcc`, `hq` is the positivity of $\tfrac12 + x - x^2$. In the first two branches `ha` and `hb` place $f(x)$ in $(\tfrac12, 1]$ and in $[0, \tfrac12)$ respectively, and `tendsto_add_atTop_iff_nat 1` discards the first term of the sequence. The third branch is the fixed point.

```lean
/-- For `(1 - √3)/2 < x < (1 + √3)/2` the iterates tend to the step occupation of `x`. -/
theorem tendsto_stepOcc {x : ℝ} (hlo : (1 - Real.sqrt 3) / 2 < x)
    (hhi : x < (1 + Real.sqrt 3) / 2) :
    Tendsto (fun k => mcweeny^[k] x) atTop (𝓝 (stepOcc x)) := by
  have hs : Real.sqrt 3 ^ 2 = 3 := Real.sq_sqrt (by norm_num)
  -- f(x) - 1/2 = 2 (x - 1/2) (1/2 + x - x²), and the last factor is positive in the window
  have hq : 0 < -x ^ 2 + x + 1 / 2 := by
    nlinarith [mul_pos (sub_pos.2 hlo) (sub_pos.2 hhi), hs]
  unfold stepOcc
  split_ifs with h1 h2
  · have ha : 1 / 2 < mcweeny x := by
      unfold mcweeny
      nlinarith [mul_pos (sub_pos.2 h1) hq]
    have hb : mcweeny x ≤ 1 := by
      unfold mcweeny
      nlinarith [mul_nonneg (sq_nonneg (1 - x)) (show 0 ≤ 1 + 2 * x by linarith)]
    have h := unit_interval_basins.2.1 (mcweeny x) ha hb
    refine (tendsto_add_atTop_iff_nat 1).1 ?_
    exact h.congr fun k => (Function.iterate_succ_apply mcweeny k x).symm
  · have ha : 0 ≤ mcweeny x := by
      unfold mcweeny
      nlinarith [mul_nonneg (sq_nonneg x) (show 0 ≤ 3 - 2 * x by linarith)]
    have hb : mcweeny x < 1 / 2 := by
      unfold mcweeny
      nlinarith [mul_pos (sub_pos.2 h2) hq]
    have h := unit_interval_basins.1 (mcweeny x) ha hb
    refine (tendsto_add_atTop_iff_nat 1).1 ?_
    exact h.congr fun k => (Function.iterate_succ_apply mcweeny k x).symm
  · have hx : x = 1 / 2 := le_antisymm (not_lt.1 h1) (not_lt.1 h2)
    rw [hx]
    exact tendsto_const_nhds.congr fun k => (unit_interval_basins.2.2 k).symm
```

`window_edges` shows that the strict inequalities cannot be relaxed: at the edges the step values are 0 and 1, yet every iterate from the first step onward is $\tfrac12$. No theorem here gives the limit for starting points beyond the edges. A hand check, with no counterpart in the code, gives $f(\tfrac32) = 0$, so an occupation above one half can be emptied.

```lean
/-- Started at either edge `(1 ± √3)/2` of the window, every iterate after the first step
equals `1/2`. -/
theorem window_edges (k : ℕ) :
    mcweeny^[k + 1] ((1 - Real.sqrt 3) / 2) = 1 / 2 ∧
    mcweeny^[k + 1] ((1 + Real.sqrt 3) / 2) = 1 / 2 := by
  have hs : Real.sqrt 3 ^ 2 = 3 := Real.sq_sqrt (by norm_num)
  have ha : mcweeny ((1 - Real.sqrt 3) / 2) = 1 / 2 := by
    unfold mcweeny
    linear_combination (Real.sqrt 3 / 4) * hs
  have hb : mcweeny ((1 + Real.sqrt 3) / 2) = 1 / 2 := by
    unfold mcweeny
    linear_combination (-Real.sqrt 3 / 4) * hs
  constructor
  · rw [Function.iterate_succ_apply, ha]
    exact unit_interval_basins.2.2 k
  · rw [Function.iterate_succ_apply, hb]
    exact unit_interval_basins.2.2 k
```

## The density matrix in Lean

The finite types `m` and `n` index basis functions and orbitals, and `C` is complex and may be rectangular. The hypothesis `Cᴴ * C = 1` expresses orthonormal orbitals in an orthonormal basis. The version with an overlap matrix between the factors is not covered, nor are rounding, truncation of small elements or infinite dimension. The form $C\,\mathrm{diag}(n_j)\,C^\dagger$ is given by definition and is not derived from a spectral decomposition.

```lean
variable {m n : Type*} [Fintype m] [Fintype n] [DecidableEq n]

/-- The one-particle density matrix `C diag(occ) C†` built from orbital coefficients `C`
(one orbital per column) and real occupations. -/
def densityMatrix (C : Matrix m n ℂ) (occ : n → ℝ) : Matrix m m ℂ :=
  C * diagonal (fun j => ((occ j : ℝ) : ℂ)) * Cᴴ

/-- One McWeeny purification step `P ↦ 3P² - 2P³` on a matrix. -/
def purify (P : Matrix m m ℂ) : Matrix m m ℂ :=
  (3 : ℂ) • (P * P) - (2 : ℂ) • (P * P * P)

/-- The density matrix with the same orbitals and each occupation replaced by its step value. -/
def limitDensity (C : Matrix m n ℂ) (occ : n → ℝ) : Matrix m m ℂ :=
  densityMatrix C fun j => stepOcc (occ j)
```

`densityMatrix_mul` reassociates the product and cancels the inner $C^\dagger C$ with `hC`.

```lean
/-- For orthonormal orbitals, the product of two density matrices with the same orbitals has
the products of the occupations. -/
theorem densityMatrix_mul {C : Matrix m n ℂ} (hC : Cᴴ * C = 1) (a b : n → ℝ) :
    densityMatrix C a * densityMatrix C b = densityMatrix C fun j => a j * b j := by
  have h : diagonal (fun j => ((a j * b j : ℝ) : ℂ)) =
      diagonal (fun j => ((a j : ℝ) : ℂ)) * diagonal (fun j => ((b j : ℝ) : ℂ)) := by
    rw [diagonal_mul_diagonal]
    simp only [Complex.ofReal_mul]
  simp only [densityMatrix]
  rw [h]
  simp only [Matrix.mul_assoc]
  rw [← Matrix.mul_assoc Cᴴ C, hC, Matrix.one_mul]
```

In `purify_iterate`, `hd` states $\mathrm{diag}(f(a_j)) = 3\,\mathrm{diag}(a_j^2) - 2\,\mathrm{diag}(a_j^3)$ entry by entry, `hstep` is one purification step, and induction does the rest. Orthonormality is needed: for the $1\times1$ matrix $C = 2$ with occupation 1, $P = 4$ is sent to $-80$, while $C f(1) C^\dagger = 4$.

```lean
/-- For orthonormal orbitals, `k` purification steps keep the orbitals and apply the `k`-fold
McWeeny map to each occupation. -/
theorem purify_iterate {C : Matrix m n ℂ} (hC : Cᴴ * C = 1) (occ : n → ℝ) (k : ℕ) :
    purify^[k] (densityMatrix C occ) = densityMatrix C fun j => mcweeny^[k] (occ j) := by
  have hstep : ∀ a : n → ℝ,
      purify (densityMatrix C a) = densityMatrix C fun j => mcweeny (a j) := by
    intro a
    have hd : diagonal (fun j => ((mcweeny (a j) : ℝ) : ℂ)) =
        (3 : ℂ) • diagonal (fun j => ((a j * a j : ℝ) : ℂ)) -
          (2 : ℂ) • diagonal (fun j => ((a j * a j * a j : ℝ) : ℂ)) := by
      ext i j
      by_cases h : i = j
      · subst h
        simp only [Matrix.sub_apply, Matrix.smul_apply, diagonal_apply_eq, smul_eq_mul, mcweeny]
        push_cast
        ring
      · simp [h]
    simp only [purify, densityMatrix_mul hC]
    simp only [densityMatrix]
    rw [hd]
    simp only [Matrix.mul_sub, Matrix.sub_mul, Matrix.mul_smul, Matrix.smul_mul]
  induction k with
  | zero => rfl
  | succ k ih =>
    rw [Function.iterate_succ_apply', ih, hstep]
    simp only [Function.iterate_succ_apply']
```

`purify_tendsto` requires every occupation to lie in the window and gives entrywise convergence without a rate. It composes the continuity `hcont` with the componentwise limit `hv`.

```lean
/-- For orthonormal orbitals with all occupations in `((1 - √3)/2, (1 + √3)/2)`, the purified
density matrices converge to the density matrix with step occupations. -/
theorem purify_tendsto {C : Matrix m n ℂ} (hC : Cᴴ * C = 1) (occ : n → ℝ)
    (hwin : ∀ j, (1 - Real.sqrt 3) / 2 < occ j ∧ occ j < (1 + Real.sqrt 3) / 2) :
    Tendsto (fun k => purify^[k] (densityMatrix C occ)) atTop (𝓝 (limitDensity C occ)) := by
  -- the density matrix depends continuously on the occupations
  have hcont : Continuous (fun a : n → ℝ => densityMatrix C a) := by
    unfold densityMatrix
    refine (continuous_const.matrix_mul (Continuous.matrix_diagonal ?_)).matrix_mul
      continuous_const
    exact continuous_pi fun j => Complex.continuous_ofReal.comp (continuous_apply j)
  have hv : Tendsto (fun k : ℕ => fun j => mcweeny^[k] (occ j)) atTop
      (𝓝 fun j => stepOcc (occ j)) :=
    tendsto_pi_nhds.2 fun j => tendsto_stepOcc (hwin j).1 (hwin j).2
  exact ((hcont.tendsto _).comp hv).congr fun k => (purify_iterate hC occ k).symm
```

`limitDensity_projector` concerns the step matrix alone and needs no window. Under `hne`, `hst` reduces each step value to 0 or 1, `hsq` gives idempotency, `hD` gives hermiticity, and `Matrix.trace_mul_cycle` brings $C^\dagger C$ together in the trace. An occupation of exactly $\tfrac12$ would leave the eigenvalue $\tfrac12$ in the limit and destroy idempotency. The trace is a count and need not equal $\operatorname{tr} P$: occupations $0.6, 0.6, 0.6, 0.2$ sum to 2 and give a limit of trace 3, so this iteration does not enforce the electron number.

```lean
/-- For orthonormal orbitals with no occupation equal to `1/2`, the density matrix with step
occupations is idempotent and Hermitian, with trace the number of occupations above `1/2`. -/
theorem limitDensity_projector {C : Matrix m n ℂ} (hC : Cᴴ * C = 1) (occ : n → ℝ)
    (hne : ∀ j, occ j ≠ 1 / 2) :
    limitDensity C occ * limitDensity C occ = limitDensity C occ ∧
    (limitDensity C occ)ᴴ = limitDensity C occ ∧
    (limitDensity C occ).trace = ((Finset.univ.filter fun j => 1 / 2 < occ j).card : ℂ) := by
  have hst : ∀ j, stepOcc (occ j) = if 1 / 2 < occ j then 1 else 0 := by
    intro j
    by_cases h1 : 1 / 2 < occ j
    · simp only [stepOcc, if_pos h1]
    · have h2 : occ j < 1 / 2 := lt_of_le_of_ne (not_lt.1 h1) (hne j)
      simp only [stepOcc, if_neg h1, if_pos h2]
  have hsq : ∀ j, stepOcc (occ j) * stepOcc (occ j) = stepOcc (occ j) := by
    intro j
    rw [hst]
    split_ifs <;> norm_num
  have hD : (diagonal fun j => ((stepOcc (occ j) : ℝ) : ℂ))ᴴ =
      diagonal fun j => ((stepOcc (occ j) : ℝ) : ℂ) := by
    rw [diagonal_conjTranspose]
    congr 1
    funext j
    simp
  unfold limitDensity
  refine ⟨?_, ?_, ?_⟩
  · simp only [densityMatrix_mul hC, hsq]
  · simp only [densityMatrix, conjTranspose_mul, conjTranspose_conjTranspose, hD,
      Matrix.mul_assoc]
  · unfold densityMatrix
    rw [Matrix.trace_mul_cycle, hC, Matrix.one_mul, trace_diagonal, ← Finset.sum_boole]
    refine Finset.sum_congr rfl fun j _ => ?_
    simp only [hst]
    split_ifs <;> simp
```

A two-orbital example meets `hC`, `hwin` and `hne` at once. The orbitals form a rotation with cosine $3/5$, and the occupations are $11/10$, which lies outside $[0,1]$, and $1/5$. In `purify_witness` the matrix product is checked entry by entry, and $\sqrt3 > \tfrac32$ suffices for the window inequalities.

```lean
/-- Two orbitals in a two-function basis, given by a rotation with cosine `3/5`. -/
def rotatedOrbitals : Matrix (Fin 2) (Fin 2) ℂ := !![3 / 5, -4 / 5; 4 / 5, 3 / 5]

/-- The occupations `11/10` and `1/5`. -/
def sampleOcc : Fin 2 → ℝ := ![11 / 10, 1 / 5]

/-- The rotated orbitals are orthonormal, and the sample occupations lie in the window and
differ from `1/2`. -/
theorem purify_witness :
    rotatedOrbitalsᴴ * rotatedOrbitals = 1 ∧
    ∀ j, (1 - Real.sqrt 3) / 2 < sampleOcc j ∧ sampleOcc j < (1 + Real.sqrt 3) / 2 ∧
      sampleOcc j ≠ 1 / 2 := by
  constructor
  · have c3 : (starRingEnd ℂ) 3 = 3 := map_ofNat _ 3
    have c4 : (starRingEnd ℂ) 4 = 4 := map_ofNat _ 4
    have c5 : (starRingEnd ℂ) 5 = 5 := map_ofNat _ 5
    ext i j
    fin_cases i <;> fin_cases j <;>
      simp [rotatedOrbitals, Matrix.mul_apply, Fin.sum_univ_two, Matrix.conjTranspose_apply,
        c3, c4, c5] <;>
      norm_num
  · have hs : Real.sqrt 3 ^ 2 = 3 := Real.sq_sqrt (by norm_num)
    have hn : 0 ≤ Real.sqrt 3 := Real.sqrt_nonneg 3
    have h3 : 3 / 2 < Real.sqrt 3 := by nlinarith
    have h0 : sampleOcc 0 = 11 / 10 := rfl
    have h1 : sampleOcc 1 = 1 / 5 := rfl
    simp only [Fin.forall_fin_two, h0, h1]
    exact ⟨⟨by linarith, by linarith, by norm_num⟩, ⟨by linarith, by linarith, by norm_num⟩⟩

end

end McWeenyPurification
```

```lean
#print axioms McWeenyPurification.iterate_quadratic_bound
#print axioms McWeenyPurification.window_edges
#print axioms McWeenyPurification.purify_tendsto
#print axioms McWeenyPurification.limitDensity_projector
```

```
'McWeenyPurification.iterate_quadratic_bound' depends on axioms: [propext, Classical.choice, Quot.sound]
'McWeenyPurification.window_edges' depends on axioms: [propext, Classical.choice, Quot.sound]
'McWeenyPurification.purify_tendsto' depends on axioms: [propext, Classical.choice, Quot.sound]
'McWeenyPurification.limitDensity_projector' depends on axioms: [propext, Classical.choice, Quot.sound]
```
